# A binding curve that decays faster than 1/R has virial kinetic energy below the separated-atom value at some bond length

Take a model diatomic molecule whose energy at bond length $R$ is $E(R) = E_0 - A/R^2$, where $E_0$ is the energy of the separated atoms and $A > 0$. The molecular virial relation gives its electronic kinetic energy as $T = -E - R E'$. Since $E' = 2A/R^3$,

$$T(R) = -E_0 + \frac{A}{R^2} - \frac{2A}{R^2} = -E_0 - \frac{A}{R^2}.$$

The kinetic energy lies below $-E_0$, which is its value for the separated atoms by the atomic virial theorem. Integrating from a bond length $R_e$ outwards gives

$$\int_{R_e}^{\infty} (T + E_0)\,dR = -\frac{A}{R_e} = -R_e D, \qquad D = \frac{A}{R_e^2},$$

where $D$ is the binding energy at $R_e$. The integral involves only $R_e$ and $D$, and the same holds for every continuously differentiable curve with $R(E(R) - E_0) \to 0$ at large $R$. A realistic curve has a repulsive wall and a minimum, so $T$ need not be below $-E_0$ everywhere, but under the same decay condition it must be so somewhere beyond any $R_e$ at which $D = E_0 - E(R_e)$ is positive.

```lean
import Mathlib

open Filter Topology Set

namespace BondFormationVirial

noncomputable section
```

## Kinetic energy from the energy curve

The virial relation follows from scaling. Let a ground state at bond length $R$ have kinetic energy $T$ and total Coulomb energy $V$, nuclear repulsion included. Compressing all electron coordinates by a factor $\lambda$ gives a trial state for bond length $R/\lambda$ with energy $\lambda^2 T + \lambda V \ge E(R/\lambda)$, with equality at $\lambda = 1$. The two sides therefore have equal slopes there, so $2T + V = -R E'$. Subtracting $E = T + V$ leaves $T = -E - R E'$.

The file takes this relation as the definition of `kineticEnergy`. It contains no wave function or Hamiltonian, only a real function `E`. The relation holds for an exact electronic eigenstate with clamped nuclei and Coulomb forces. This includes an excited state that varies smoothly with $R$, because the energy is stationary at an eigenstate and the two slopes above again agree. An approximate wave function need not satisfy it.

```lean
/-- The electronic kinetic energy at bond length `R` given by the molecular virial relation
`T = -E - R E'` for the potential energy curve `E` of a diatomic molecule. -/
def kineticEnergy (E : ℝ → ℝ) (R : ℝ) : ℝ := -E R - R * deriv E R
```

## The slope of R(E − E₀)

Write $g(R) = R\,(E(R) - E_0)$. By the product rule,

$$g'(R) = E(R) - E_0 + R E'(R) = -(T(R) + E_0).$$

Kinetic energy below $-E_0$ is thus the same as a positive slope of $g$. The Lean statement needs differentiability only at the point `R`, and its proof is the product rule followed by `ring`.

```lean
/-- The kinetic energy relative to `-E0` is minus the slope of `R (E(R) - E0)`. -/
theorem hasDerivAt_scaled_binding {E : ℝ → ℝ} {R : ℝ} (E0 : ℝ)
    (hE : DifferentiableAt ℝ E R) :
    HasDerivAt (fun r => r * (E r - E0)) (-(kineticEnergy E R + E0)) R := by
  have h := (hasDerivAt_id' R).fun_mul (hE.hasDerivAt.sub_const E0)
  refine h.congr_deriv ?_
  unfold kineticEnergy
  ring
```

To integrate this slope it is enough that the integrand is continuous. If $E$ and $E'$ are continuous for $R > 0$, so is $T = -E - R E'$. In Lean, continuous differentiability is the pair `hd` and `hc`: `E` is differentiable on `Ioi 0`, the open half-line $R > 0$, and `deriv E` is continuous there. Nothing is assumed about `E` at zero or at negative arguments, so a nuclear repulsion that diverges at $R = 0$ is allowed.

```lean
/-- For a continuously differentiable potential energy curve the kinetic energy is a continuous
function of the bond length. -/
theorem continuousOn_kineticEnergy {E : ℝ → ℝ} (hd : DifferentiableOn ℝ E (Ioi 0))
    (hc : ContinuousOn (deriv E) (Ioi 0)) : ContinuousOn (kineticEnergy E) (Ioi 0) := by
  unfold kineticEnergy
  exact hd.continuousOn.neg.sub (continuousOn_id.mul hc)
```

## The integral between two bond lengths

For a continuously differentiable curve and $0 < a \le b$, the fundamental theorem of calculus gives

$$\int_a^b (T + E_0)\,dR = g(a) - g(b) = a\,(E(a) - E_0) - b\,(E(b) - E_0).$$

The shape of the curve between $a$ and $b$ does not enter. In the proof, `hpos` keeps the interval inside $R > 0$, `hderiv` identifies the integrand as the derivative of $-g$, and `hcont` supplies integrability.

```lean
/-- The kinetic energy relative to `-E0`, integrated between two bond lengths, is fixed by the
potential energy curve at the two end points. -/
theorem integral_kineticEnergy {E : ℝ → ℝ} {a b : ℝ} (E0 : ℝ)
    (hd : DifferentiableOn ℝ E (Ioi 0)) (hc : ContinuousOn (deriv E) (Ioi 0))
    (ha : 0 < a) (hab : a ≤ b) :
    ∫ R in a..b, (kineticEnergy E R + E0) = a * (E a - E0) - b * (E b - E0) := by
  have hpos : uIcc a b ⊆ Ioi 0 := by
    intro x hx
    rw [uIcc_of_le hab] at hx
    exact lt_of_lt_of_le ha hx.1
  -- the integrand is the derivative of `-R (E - E0)`
  have hderiv : ∀ x ∈ uIcc a b,
      HasDerivAt (fun r => -(r * (E r - E0))) (kineticEnergy E x + E0) x := by
    intro x hx
    have hx0 : DifferentiableAt ℝ E x :=
      (hd x (hpos hx)).differentiableAt (Ioi_mem_nhds (hpos hx))
    exact (hasDerivAt_scaled_binding E0 hx0).fun_neg.congr_deriv (neg_neg _)
  have hcont : ContinuousOn (fun R => kineticEnergy E R + E0) (uIcc a b) :=
    ((continuousOn_kineticEnergy hd hc).mono hpos).add continuousOn_const
  rw [intervalIntegral.integral_eq_sub_of_hasDerivAt hderiv hcont.intervalIntegrable]
  ring
```

## Letting the outer end go to infinity

Set $a = R_e$ and $b = S$. With $E(R_e) = E_0 - D$, the inner end contributes $g(R_e) = -R_e D$. Suppose the curve has a Coulomb tail, $g(S) \to -c$, as for a state that dissociates into two ions of opposite charge, with $c > 0$ and $E_0$ the energy of the separated ions. Then

$$\int_{R_e}^{S} (T + E_0)\,dR = -R_e D - g(S) \;\longrightarrow\; c - R_e D.$$

Lean states this with `Tendsto` along `atTop`, as a limit of integrals over finite intervals. The finite-interval formula holds once $S \ge R_e$, and `filter_upwards` carries the limit across from that point on. Here `Re` is any positive bond length, not necessarily a minimum, and `D` may have either sign.

The statement could also have been modelled with a single Lebesgue integral over $(R_e, \infty)$. That would require $T + E_0$ to be absolutely integrable, which does not follow from the decay of $g$: the slope of a small but rapidly oscillating $g$ need not be. The limit of finite integrals needs no such extra assumption.

```lean
/-- If the curve has a Coulomb tail, `R (E(R) - E0) → -c`, the kinetic energy relative to `-E0`,
integrated from `Re` outwards, tends to `c - Re D`, where `D` is the binding energy at `Re`. -/
theorem tendsto_integral_of_coulomb_tail {E : ℝ → ℝ} {E0 D Re c : ℝ}
    (hd : DifferentiableOn ℝ E (Ioi 0)) (hc : ContinuousOn (deriv E) (Ioi 0))
    (hlim : Tendsto (fun R => R * (E R - E0)) atTop (𝓝 (-c)))
    (hRe : 0 < Re) (hD : E Re = E0 - D) :
    Tendsto (fun S => ∫ R in Re..S, (kineticEnergy E R + E0)) atTop (𝓝 (c - Re * D)) := by
  have h : Tendsto (fun S => Re * (E Re - E0) - S * (E S - E0)) atTop
      (𝓝 (Re * (E Re - E0) - -c)) := tendsto_const_nhds.sub hlim
  have e : Re * (E Re - E0) - -c = c - Re * D := by
    rw [hD]
    ring
  rw [e] at h
  refine h.congr' ?_
  filter_upwards [eventually_ge_atTop Re] with S hS
  exact (integral_kineticEnergy E0 hd hc hRe hS).symm
```

## Where the kinetic energy dips

Suppose $c < R_e D$. Then $g$ starts at $-R_e D$ and tends to the higher value $-c$, so some $S > R_e$ has $g(S) > -R_e D$. By the mean value theorem there is an $R$ between $R_e$ and $S$ with

$$-(T(R) + E_0) = g'(R) = \frac{g(S) - g(R_e)}{S - R_e} > 0,$$

and hence $T(R) < -E_0$.

In Lean, `hev` says that $g$ eventually exceeds $-R_e D$, `exists_hasDerivAt_eq_slope` is the mean value theorem, and `hpos` is the sign of the quotient. This argument uses no integral, so continuity of $E'$ is absent from the hypotheses.

```lean
/-- If the Coulomb tail is weak enough, `c < Re D`, the kinetic energy is below `-E0` at some
bond length beyond `Re`. -/
theorem exists_kineticEnergy_lt_of_coulomb_tail {E : ℝ → ℝ} {E0 D Re c : ℝ}
    (hd : DifferentiableOn ℝ E (Ioi 0))
    (hlim : Tendsto (fun R => R * (E R - E0)) atTop (𝓝 (-c)))
    (hRe : 0 < Re) (hD : E Re = E0 - D) (hcD : c < Re * D) :
    ∃ R, Re < R ∧ kineticEnergy E R < -E0 := by
  -- far out, `R (E - E0)` lies above its value `-Re D` at `Re`
  have hev : ∀ᶠ S in atTop, -(Re * D) < S * (E S - E0) :=
    hlim.eventually (lt_mem_nhds (neg_lt_neg hcD))
  obtain ⟨S, hS, hReS⟩ := (hev.and (eventually_gt_atTop Re)).exists
  have hder : ∀ x, Re ≤ x →
      HasDerivAt (fun r => r * (E r - E0)) (-(kineticEnergy E x + E0)) x := by
    intro x hx
    have hx0 : x ∈ Ioi (0 : ℝ) := lt_of_lt_of_le hRe hx
    exact hasDerivAt_scaled_binding E0 ((hd x hx0).differentiableAt (Ioi_mem_nhds hx0))
  -- so its slope is positive somewhere in between
  obtain ⟨R, hR, hslope⟩ := exists_hasDerivAt_eq_slope (fun r => r * (E r - E0))
    (fun x => -(kineticEnergy E x + E0)) hReS
    (fun x hx => (hder x hx.1).continuousAt.continuousWithinAt)
    (fun x hx => hder x hx.1.le)
  have hstart : Re * (E Re - E0) = -(Re * D) := by
    rw [hD]
    ring
  have hpos : 0 < (S * (E S - E0) - Re * (E Re - E0)) / (S - Re) :=
    div_pos (by linarith) (by linarith)
  have hslope' : -(kineticEnergy E R + E0)
      = (S * (E S - E0) - Re * (E Re - E0)) / (S - Re) := hslope
  exact ⟨R, hR.1, by linarith⟩
```

For atoms whose interaction falls off faster than $1/R$, such as neutral atoms with a dispersion tail $-C_6/R^6$, the constant $c$ is zero. The condition $c < R_e D$ then reads $0 < R_e D$, which holds if the molecule is bound at $R_e$, that is, if $D > 0$. Both conclusions follow:

$$\int_{R_e}^{S} (T + E_0)\,dR \to -R_e D, \qquad T(R) < -E_0 \text{ for some } R > R_e.$$

For a diatomic with clamped nuclei that obeys the virial relation, this ties the kinetic energies along a dissociation curve to the bond length and binding energy at one point. The theorem does not locate the dip or give its depth. Nor does it say that $T$ itself tends to $-E_0$, which would also need $R E' \to 0$.

The Lean theorem assumes, as before, that $E$ is continuously differentiable for $R > 0$. Its proof sets $c = 0$ in the two preceding results.

```lean
/-- Kinetic energy along bond formation: if `R (E(R) - E0) → 0` and the molecule is bound by
`D > 0` at `Re`, the integral of `T + E0` from `Re` outwards tends to `-Re D`, and `T` is below
`-E0` at some bond length beyond `Re`. -/
theorem kineticEnergy_along_bond_formation {E : ℝ → ℝ} {E0 D Re : ℝ}
    (hd : DifferentiableOn ℝ E (Ioi 0)) (hc : ContinuousOn (deriv E) (Ioi 0))
    (hlim : Tendsto (fun R => R * (E R - E0)) atTop (𝓝 0))
    (hRe : 0 < Re) (hDpos : 0 < D) (hD : E Re = E0 - D) :
    Tendsto (fun S => ∫ R in Re..S, (kineticEnergy E R + E0)) atTop (𝓝 (-(Re * D))) ∧
      ∃ R, Re < R ∧ kineticEnergy E R < -E0 := by
  have hlim' : Tendsto (fun R => R * (E R - E0)) atTop (𝓝 (-(0 : ℝ))) := by
    rw [neg_zero]
    exact hlim
  refine ⟨?_, exists_kineticEnergy_lt_of_coulomb_tail hd hlim' hRe hD (mul_pos hRe hDpos)⟩
  have h := tendsto_integral_of_coulomb_tail hd hc hlim' hRe hD
  rw [zero_sub] at h
  exact h
```

## Equilibrium and the return to the separated-atom value

At a stationary point, $E'(R_e) = 0$, the virial relation reduces to

$$T(R_e) = -E(R_e) = -E_0 + D.$$

At equilibrium the kinetic energy is therefore above the separated-atom value by the full binding energy. At the dip, some $R_1 > R_e$, it is below. Since $T$ is continuous, it equals $-E_0$ somewhere between the two.

The hypothesis `hstat` asks only for a vanishing derivative, so a minimum is covered but not required. The proof applies `intermediate_value_Icc'` on $[R_e, R_1]$. Its last lines exclude $R = R_e$, where the kinetic energy is $-E_0 + D$ and not $-E_0$.

```lean
/-- If `R (E(R) - E0) → 0`, the molecule is bound by `D > 0` at `Re`, and `Re` is a stationary point
of the continuously differentiable curve, the kinetic energy there is `-E0 + D`, and it equals `-E0`
at some larger bond length. -/
theorem kineticEnergy_crossing {E : ℝ → ℝ} {E0 D Re : ℝ}
    (hd : DifferentiableOn ℝ E (Ioi 0)) (hc : ContinuousOn (deriv E) (Ioi 0))
    (hlim : Tendsto (fun R => R * (E R - E0)) atTop (𝓝 0))
    (hRe : 0 < Re) (hDpos : 0 < D) (hD : E Re = E0 - D) (hstat : deriv E Re = 0) :
    kineticEnergy E Re = -E0 + D ∧ ∃ R, Re < R ∧ kineticEnergy E R = -E0 := by
  have hT : kineticEnergy E Re = -E0 + D := by
    unfold kineticEnergy
    rw [hstat, hD]
    ring
  refine ⟨hT, ?_⟩
  obtain ⟨R1, hR1, hlow⟩ :=
    (kineticEnergy_along_bond_formation hd hc hlim hRe hDpos hD).2
  have hcont : ContinuousOn (kineticEnergy E) (Icc Re R1) :=
    (continuousOn_kineticEnergy hd hc).mono (fun x hx => lt_of_lt_of_le hRe hx.1)
  -- intermediate value between `Re` (above `-E0`) and `R1` (below `-E0`)
  obtain ⟨R, hR, hval⟩ := intermediate_value_Icc' hR1.le hcont
    (show -E0 ∈ Icc (kineticEnergy E R1) (kineticEnergy E Re) from
      ⟨hlow.le, by linarith⟩)
  refine ⟨R, lt_of_le_of_ne hR.1 ?_, hval⟩
  intro h
  rw [← h] at hval
  linarith
```

## A bound curve without a dip

Without the decay condition the dip can disappear. Take $E(R) = E_0 - c/R$ with $c > 0$, a model curve that lacks the repulsive wall of a real molecule. It is smooth for $R > 0$, and at any $R_e$ it is bound by $D = c/R_e > 0$. But $g(R) = -c$ at every distance, so $g$ does not tend to zero, and

$$T(R) = -E_0 + \frac{c}{R} - R\,\frac{c}{R^2} = -E_0.$$

The kinetic energy never goes below $-E_0$. Here $c = R_e D$ exactly, so the example also shows that the strict inequality $c < R_e D$ in the Coulomb-tail result cannot be weakened to $c \le R_e D$.

The Lean theorem gives both identities for every real `c` and every `R > 0`. Its proof computes the derivative $c/R^2$ and substitutes it into the definition of `kineticEnergy`.

```lean
/-- For the pure Coulomb curve `E0 - c / R`, the product `R (E(R) - E0)` is `-c` and the kinetic
energy is `-E0` at every bond length. -/
theorem coulomb_curve_no_dip (E0 c : ℝ) {R : ℝ} (hR : 0 < R) :
    R * ((E0 - c / R) - E0) = -c ∧ kineticEnergy (fun r => E0 - c / r) R = -E0 := by
  have hne : R ≠ 0 := hR.ne'
  have hmul : R * (c / R) = c := mul_div_cancel₀ c hne
  refine ⟨by linear_combination -hmul, ?_⟩
  have h : HasDerivAt (fun r : ℝ => E0 - c / r) (c / R ^ 2) R := by
    refine (((hasDerivAt_const R c).fun_div (hasDerivAt_id' R) hne).const_sub E0).congr_deriv ?_
    ring
  have e : R * (c / R ^ 2) = c / R := by
    field_simp
  simp only [kineticEnergy, h.deriv]
  rw [e]
  ring

end

end BondFormationVirial
```

```lean
#print axioms BondFormationVirial.kineticEnergy_along_bond_formation
#print axioms BondFormationVirial.kineticEnergy_crossing
#print axioms BondFormationVirial.coulomb_curve_no_dip
```

```
'BondFormationVirial.kineticEnergy_along_bond_formation' depends on axioms: [propext, Classical.choice, Quot.sound]
'BondFormationVirial.kineticEnergy_crossing' depends on axioms: [propext, Classical.choice, Quot.sound]
'BondFormationVirial.coulomb_curve_no_dip' depends on axioms: [propext, Classical.choice, Quot.sound]
```
